# For single-channel scatterers in series with $t_1'$, $t_2'$ and $1-r_1'r_2$ nonzero, the composite has transfer matrix $M_2M_1$

If the transmission amplitudes of two barriers in series are simply multiplied, the waves reflected back and forth between the barriers are left out. Multiplying the two scattering matrices does not repair this, because each of them mixes waves arriving from both sides. Transfer matrices do multiply, but their entries are often simplified by flux conservation: for amplitudes normalised to unit flux the upper left one becomes $1/t^*$, which is in general wrong for a scatterer that absorbs or amplifies.

Here the composition law is derived for arbitrary complex amplitudes, provided that the two transmission amplitudes from the right and the denominator $D=1-r_1'r_2$ are nonzero. It applies to coherent, non-interacting transport at fixed energy with one open channel on each side of every scatterer, provided that evanescent waves from one scatterer do not reach the next. A conductor can then be assembled from its parts.

```lean
import Mathlib

open Matrix

namespace ScattererComposition

noncomputable section
```

## Four amplitudes and the waves they connect

A wave incident from the left is reflected with amplitude $r$ and transmitted with amplitude $t$; for incidence from the right the amplitudes are $r'$ and $t'$. The prime is part of the name and does not mean a derivative. The structure contains four complex numbers and no further condition, so neither unitarity nor reciprocity ($t=t'$) is assumed. Both conditions are meant for amplitudes normalised to unit flux. With plain wave amplitudes, $t$ and $t'$ differ already at a potential step between two different wave numbers; the theorems hold there too.

```lean
/-- A single-channel scatterer: reflection and transmission amplitudes `r`, `t` for incidence
from the left and `r'`, `t'` for incidence from the right. -/
@[ext]
structure Scatterer where
  r : ℂ
  t : ℂ
  r' : ℂ
  t' : ℂ
```

Let $u$ denote right-moving and $v$ left-moving amplitudes, with index 0 on the left of the scatterer and 1 on its right. The outgoing waves are fixed by the incoming ones:
$$v_0=r\,u_0+t'v_1,\qquad u_1=t\,u_0+r'v_1 .$$
`Scatters` is the statement that both equations hold.

```lean
/-- The scattering relation. The right- and left-moving amplitudes are `u₀`, `v₀` on the left of
the scatterer and `u₁`, `v₁` on its right; the outgoing waves are `v₀` and `u₁`. -/
def Scatters (S : Scatterer) (u₀ v₀ u₁ v₁ : ℂ) : Prop :=
  v₀ = S.r * u₀ + S.t' * v₁ ∧ u₁ = S.t * u₀ + S.r' * v₁
```

The amplitudes are given data. Obtaining them from an actual potential, with neighbouring scatterers referred to the same plane between them, is the step that the theorems leave to the user. A stretch of free propagation can be entered as a scatterer with $r=r'=0$ and a phase factor for $t=t'$.

The transfer matrix takes $(u_0,v_0)$ on the left to $(u_1,v_1)$ on the right; some texts use the opposite direction. It is
$$M=\begin{pmatrix} t-r'r/t' & r'/t'\\ -r/t' & 1/t'\end{pmatrix}.$$
Lean assigns the value 0 to division by zero, so this formula and the composite below are defined everywhere, but they have their physical meaning only for $t'\neq0$ and $D\neq0$ respectively.

```lean
/-- The transfer matrix, from the amplitudes on the left to those on the right.
Its domain is `t' ≠ 0`. -/
def transfer (S : Scatterer) : Matrix (Fin 2) (Fin 2) ℂ :=
  !![S.t - S.r' * S.r / S.t', S.r' / S.t'; -S.r / S.t', 1 / S.t']
```

With scatterer 1 on the left of scatterer 2, a wave between them acquires the factor $r_1'r_2$ in one round trip. The name `loop` stands for one minus this factor, the denominator $D$.

```lean
/-- The denominator `D = 1 - r₁' r₂` for scatterer 1 on the left of scatterer 2. -/
def loop (S₁ S₂ : Scatterer) : ℂ := 1 - S₁.r' * S₂.r
```

The composite amplitudes are
$$r=r_1+\frac{t_1'r_2t_1}{D},\quad t=\frac{t_2t_1}{D},\quad r'=r_2'+\frac{t_2r_1't_2'}{D},\quad t'=\frac{t_1't_2'}{D}.$$
In `comp S₁ S₂` the left scatterer comes first, whereas its matrix will stand on the right of the product.

```lean
/-- The composite of scatterer 1 on the left and scatterer 2 on the right.
Its domain is `D ≠ 0`. -/
def comp (S₁ S₂ : Scatterer) : Scatterer where
  r := S₁.r + S₁.t' * S₂.r * S₁.t / loop S₁ S₂
  t := S₂.t * S₁.t / loop S₁ S₂
  r' := S₂.r' + S₂.t * S₁.r' * S₂.t' / loop S₁ S₂
  t' := S₁.t' * S₂.t' / loop S₁ S₂
```

If $r_2=0$, then $D=1$, $r=r_1$ and $t=t_2t_1$: the plain product of transmissions is correct when the second scatterer sends nothing back.

## From scattering relation to transfer matrix

For $t'\neq0$ the first scattering equation gives
$$v_1=-\frac{r}{t'}u_0+\frac1{t'}v_0 ,$$
and insertion into the second gives
$$u_1=\Bigl(t-\frac{r'r}{t'}\Bigr)u_0+\frac{r'}{t'}v_0 .$$
These are the two rows of $M$. Conversely, multiplying the equation for $v_1$ by $t'$ recovers the first relation, and subtracting $r'v_1$ from $u_1$ leaves $t\,u_0$, which is the second. The theorem states this equivalence for all four wave amplitudes.

```lean
/-- If `t' ≠ 0`, the scattering relation holds exactly when the transfer matrix takes the
amplitudes on the left to those on the right. -/
theorem scatters_iff_transfer (S : Scatterer) (hS : S.t' ≠ 0) (u₀ v₀ u₁ v₁ : ℂ) :
    Scatters S u₀ v₀ u₁ v₁ ↔ ![u₁, v₁] = transfer S *ᵥ ![u₀, v₀] := by
  have e : S.t' * S.t'⁻¹ = 1 := mul_inv_cancel₀ hS
  have hM : transfer S *ᵥ ![u₀, v₀] =
      ![(S.t - S.r' * S.r / S.t') * u₀ + S.r' / S.t' * v₀,
        -S.r / S.t' * u₀ + 1 / S.t' * v₀] := by
    ext i
    fin_cases i <;> simp [transfer, Matrix.mulVec, dotProduct, Fin.sum_univ_two]
  rw [hM]
  constructor
  · rintro ⟨h1, h2⟩
    -- solve the first relation for the incoming wave on the right
    have a : u₁ = (S.t - S.r' * S.r / S.t') * u₀ + S.r' / S.t' * v₀ := by
      linear_combination h2 - S.r' * S.t'⁻¹ * h1 - S.r' * v₁ * e
    have b : v₁ = -S.r / S.t' * u₀ + 1 / S.t' * v₀ := by
      linear_combination -S.t'⁻¹ * h1 - v₁ * e
    exact congrArg₂ (fun x y : ℂ => ![x, y]) a b
  · intro h
    have a : u₁ = (S.t - S.r' * S.r / S.t') * u₀ + S.r' / S.t' * v₀ := congrFun h 0
    have b : v₁ = -S.r / S.t' * u₀ + 1 / S.t' * v₀ := congrFun h 1
    constructor
    · linear_combination -S.t' * b - (v₀ - S.r * u₀) * e
    · linear_combination a - S.r' * b
```

The proof first writes out the matrix-vector product. Each `linear_combination` then names the multiples of known equations that add up to the desired one, and `e`, which says $t't'^{-1}=1$, is where $t'\neq0$ enters.

## Eliminating the waves between the scatterers

Call the waves in the middle $u$ and $v$, and those on the far right $u_2$ and $v_2$. The inner equations are
$$u=t_1u_0+r_1'v,\qquad v=r_2u+t_2'v_2 .$$
Substituting each into the other gives
$$Du=t_1u_0+r_1't_2'v_2,\qquad Dv=r_2t_1u_0+t_2'v_2 .$$
After division by $D$, the outer equations become
$$v_0=r_1u_0+t_1'v=\Bigl(r_1+\frac{t_1'r_2t_1}{D}\Bigr)u_0+\frac{t_1't_2'}{D}v_2,$$
$$u_2=t_2u+r_2'v_2=\frac{t_2t_1}{D}u_0+\Bigl(r_2'+\frac{t_2r_1't_2'}{D}\Bigr)v_2 .$$
The coefficients are the composite amplitudes. In the other direction, the expressions for $u$ and $v$ supply inner waves that satisfy both scatterers. The theorem says that such waves exist exactly when the outer waves obey the composite relation. It requires $D\neq0$ but nothing of $t_1'$ or $t_2'$, so perfect reflectors are allowed.

```lean
/-- If `D ≠ 0`, the outer waves obey the scattering relation of the composite exactly when there
are waves `u`, `v` between the scatterers that satisfy both individual relations. -/
theorem matching_iff_comp (S₁ S₂ : Scatterer) (hD : loop S₁ S₂ ≠ 0) (u₀ v₀ u₂ v₂ : ℂ) :
    (∃ u v, Scatters S₁ u₀ v₀ u v ∧ Scatters S₂ u v u₂ v₂) ↔
      Scatters (comp S₁ S₂) u₀ v₀ u₂ v₂ := by
  simp only [Scatters, comp]
  constructor
  · rintro ⟨u, v, ⟨h1, h2⟩, h3, h4⟩
    -- solve the inner equations for the waves between the scatterers
    have hu : u = (S₁.t * u₀ + S₁.r' * S₂.t' * v₂) / loop S₁ S₂ := by
      rw [eq_div_iff hD, loop]
      linear_combination h2 + S₁.r' * h3
    have hv : v = (S₂.r * S₁.t * u₀ + S₂.t' * v₂) / loop S₁ S₂ := by
      rw [eq_div_iff hD, loop]
      linear_combination h3 + S₂.r * h2
    constructor
    · linear_combination h1 + S₁.t' * hv
    · linear_combination h4 + S₂.t * hu
  · rintro ⟨g1, g2⟩
    have e : (1 - S₁.r' * S₂.r) * (loop S₁ S₂)⁻¹ = 1 := mul_inv_cancel₀ hD
    refine ⟨(S₁.t * u₀ + S₁.r' * S₂.t' * v₂) / loop S₁ S₂,
      (S₂.r * S₁.t * u₀ + S₂.t' * v₂) / loop S₁ S₂, ⟨?_, ?_⟩, ?_, ?_⟩
    · linear_combination g1
    · linear_combination S₁.t * u₀ * e
    · linear_combination S₂.t' * v₂ * e
    · linear_combination g2
```

In the proof, `hu` and `hv` are the solved inner waves, and the `refine` step inserts the same expressions for the converse.

## The product, entry by entry

Equality of two-by-two matrices amounts to four scalar equations.

```lean
/-- Two-by-two matrices with equal entries are equal. -/
private lemma mat_ext {a b c d a' b' c' d' : ℂ} (h₁ : a = a') (h₂ : b = b') (h₃ : c = c')
    (h₄ : d = d') : !![a, b; c, d] = !![a', b'; c', d'] := by
  rw [h₁, h₂, h₃, h₄]
```

Multiply out $M_2M_1$. The lower right entry is
$$-\frac{r_2}{t_2'}\frac{r_1'}{t_1'}+\frac1{t_2't_1'}=\frac{D}{t_1't_2'}=\frac1{t'} .$$
The upper right entry is
$$\Bigl(t_2-\frac{r_2'r_2}{t_2'}\Bigr)\frac{r_1'}{t_1'}+\frac{r_2'}{t_2't_1'}=\frac{t_2r_1't_2'+r_2'D}{t_1't_2'}=\frac{r'}{t'} ,$$
and the lower left entry is
$$-\frac{r_2}{t_2'}\Bigl(t_1-\frac{r_1'r_1}{t_1'}\Bigr)-\frac{r_1}{t_2't_1'}=-\frac{r_1D+t_1'r_2t_1}{t_1't_2'}=-\frac{r}{t'} .$$
The upper left entry of the product is
$$t_2t_1-\frac{t_2r_1'r_1}{t_1'}-\frac{r_2'r_2t_1}{t_2'}-\frac{r_2'r_1D}{t_1't_2'} .$$
For the composite,
$$\frac{r'r}{t'}=\frac{r_2'r_1D}{t_1't_2'}+\frac{r_2'r_2t_1}{t_2'}+\frac{t_2r_1'r_1}{t_1'}+\frac{t_2t_1r_1'r_2}{D},$$
and since $t_2t_1/D-t_2t_1r_1'r_2/D=t_2t_1$, the difference $t-r'r/t'$ is the same expression.

The three hypotheses `h₁`, `h₂` and `hD` are $t_1'\neq0$, $t_2'\neq0$ and $D\neq0$. The proof splits the matrix equation with `mat_ext`, clears denominators with $D$ kept as one symbol, and only then inserts its value, leaving polynomial identities for `ring`.

```lean
/-- Composition law: if `t₁'`, `t₂'` and `D = 1 - r₁' r₂` are nonzero, the composite has
transfer matrix `M₂ M₁`. -/
theorem transfer_comp (S₁ S₂ : Scatterer) (h₁ : S₁.t' ≠ 0) (h₂ : S₂.t' ≠ 0)
    (hD : loop S₁ S₂ ≠ 0) : transfer (comp S₁ S₂) = transfer S₂ * transfer S₁ := by
  simp only [transfer, Matrix.mul_fin_two]
  -- clear denominators in each entry, then insert the value of `D`
  refine mat_ext ?_ ?_ ?_ ?_ <;>
    (simp only [comp]; field_simp; simp only [loop]; ring)
```

## Determinant and recovery of the amplitudes

The determinant is
$$\det M=\frac1{t'}\Bigl(t-\frac{r'r}{t'}\Bigr)+\frac{r'r}{t'^2}=\frac{t}{t'} .$$
It equals 1 when the scatterer is reciprocal. The theorem states the relation as $t'\det M=t$.

```lean
/-- If `t' ≠ 0`, the determinant of the transfer matrix times `t'` is `t`. -/
theorem det_transfer (S : Scatterer) (hS : S.t' ≠ 0) : S.t' * (transfer S).det = S.t := by
  have e : S.t' * S.t'⁻¹ = 1 := mul_inv_cancel₀ hS
  rw [transfer, Matrix.det_fin_two_of]
  linear_combination S.t * e
```

Write $M=\begin{pmatrix}a&b\\c&d\end{pmatrix}$. Then
$$t'=\frac1d,\qquad r'=\frac bd,\qquad r=-\frac cd,\qquad t=a-\frac{bc}{d} .$$
Two scatterers with $t'\neq0$ and the same transfer matrix therefore have the same four amplitudes; this is what `Set.InjOn` expresses. The proof compares entries in this order, beginning with $t'$.

```lean
/-- Among scatterers with `t' ≠ 0`, the transfer matrix determines all four amplitudes. -/
theorem transfer_injOn : Set.InjOn transfer {S | S.t' ≠ 0} := by
  intro S _ S' hS' h
  have h22 : 1 / S.t' = 1 / S'.t' := congrFun (congrFun h 1) 1
  have h12 : S.r' / S.t' = S'.r' / S'.t' := congrFun (congrFun h 0) 1
  have h21 : -S.r / S.t' = -S'.r / S'.t' := congrFun (congrFun h 1) 0
  have h11 : S.t - S.r' * S.r / S.t' = S'.t - S'.r' * S'.r / S'.t' :=
    congrFun (congrFun h 0) 0
  have ht' : S.t' = S'.t' := by simpa using h22
  rw [ht'] at h12 h21 h11
  have hr' : S.r' = S'.r' := (div_left_inj' hS').mp h12
  have hr : S.r = S'.r := neg_injective ((div_left_inj' hS').mp h21)
  rw [hr', hr] at h11
  exact Scatterer.ext hr (sub_left_injective h11) hr' ht'
```

## When the round-trip factor equals one

The lower right entry of $M_2M_1$ is $D/(t_1't_2')$, while that of a scatterer with $t'\neq0$ is $1/t'$, which is never zero. If $D=0$, the product thus belongs to no such scatterer; if $D\neq0$, it belongs to the composite. The two halves of the proof are these two observations.

```lean
/-- For `t₁'` and `t₂'` nonzero, `M₂ M₁` is the transfer matrix of some scatterer with `t' ≠ 0`
exactly when `D ≠ 0`. -/
theorem exists_composite_iff (S₁ S₂ : Scatterer) (h₁ : S₁.t' ≠ 0) (h₂ : S₂.t' ≠ 0) :
    (∃ S : Scatterer, S.t' ≠ 0 ∧ transfer S = transfer S₂ * transfer S₁) ↔
      loop S₁ S₂ ≠ 0 := by
  constructor
  · rintro ⟨S, hS, h⟩ h0
    simp only [transfer, Matrix.mul_fin_two] at h
    have e : 1 / S.t' = -S₂.r / S₂.t' * (S₁.r' / S₁.t') + 1 / S₂.t' * (1 / S₁.t') :=
      congrFun (congrFun h 1) 1
    rw [loop] at h0
    -- the lower right entry of the product is `D / (t₁' t₂')`
    have z : 1 / S.t' = 0 := by
      linear_combination e + S₁.t'⁻¹ * S₂.t'⁻¹ * h0
    exact one_div_ne_zero hS z
  · intro hD
    exact ⟨comp S₁ S₂, div_ne_zero (mul_ne_zero h₁ h₂) hD, transfer_comp S₁ S₂ h₁ h₂ hD⟩
```

Physically, $D=0$ means that a wave between the scatterers reproduces itself after one round trip without any incoming wave, as at a lasing threshold. Flux-conserving scatterers with $t_1'\neq0$ avoid it, since then $|r_1'|<1$ and $|r_2|\le1$; this last argument is given in words only.

## A chain built from left to right

Number the scatterers $0,\dots,n$ and attach them one at a time, each new one on the right of the composite already built.

```lean
/-- The composite of the scatterers `0, …, n`, ordered from left to right and added one at a
time. Its domain is that `D ≠ 0` at each addition. -/
def chain (S : ℕ → Scatterer) : ℕ → Scatterer
  | 0 => S 0
  | n + 1 => comp (chain S n) (S (n + 1))
```

For $n=0$ the chain is a single scatterer, its matrix is $M_0$, and no denominator occurs. Suppose that the chain up to $n$ has nonzero $t'$ and matrix $M_n\cdots M_0$. Attaching scatterer $n+1$ gives
$$M_{n+1}(M_n\cdots M_0)=M_{n+1}M_n\cdots M_0 ,$$
and the new $t'$ is again nonzero, being a product of nonzero numbers divided by $D$. The induction carries this fact along because the composition law needs it at the next step.

Hypothesis `hD` concerns the chain built so far and the next scatterer, not merely neighbouring pairs. In the statement, the reversed list of indices puts the matrix of the last scatterer first.

```lean
/-- If every scatterer has `t' ≠ 0` and `D ≠ 0` at each addition, the chain `0, …, n` has
`t' ≠ 0` and transfer matrix `Mₙ ⋯ M₁ M₀`. -/
theorem transfer_chain (S : ℕ → Scatterer) (n : ℕ) (hS : ∀ k ≤ n, (S k).t' ≠ 0)
    (hD : ∀ k < n, loop (chain S k) (S (k + 1)) ≠ 0) :
    (chain S n).t' ≠ 0 ∧
      transfer (chain S n) = ((List.range (n + 1)).reverse.map fun k => transfer (S k)).prod := by
  induction n with
  | zero => exact ⟨hS 0 le_rfl, by simp [chain]⟩
  | succ n ih =>
    obtain ⟨ht, hM⟩ := ih (fun k hk => hS k (by omega)) (fun k hk => hD k (by omega))
    have hn := hS (n + 1) le_rfl
    have hl := hD n (by omega)
    refine ⟨div_ne_zero (mul_ne_zero ht hn) hl, ?_⟩
    -- the new scatterer multiplies from the left
    have hr : (List.range (n + 1 + 1)).reverse = (n + 1) :: (List.range (n + 1)).reverse := by
      rw [List.range_succ, List.reverse_append]
      rfl
    rw [hr, List.map_cons, List.prod_cons, ← hM]
    exact transfer_comp _ _ ht hn hl

end

end ScattererComposition
```

```lean
#print axioms ScattererComposition.transfer_comp
-- 'ScattererComposition.transfer_comp' depends on axioms: [propext, Classical.choice, Quot.sound]
#print axioms ScattererComposition.transfer_injOn
-- 'ScattererComposition.transfer_injOn' depends on axioms: [propext, Classical.choice, Quot.sound]
#print axioms ScattererComposition.exists_composite_iff
-- 'ScattererComposition.exists_composite_iff' depends on axioms: [propext, Classical.choice, Quot.sound]
#print axioms ScattererComposition.transfer_chain
-- 'ScattererComposition.transfer_chain' depends on axioms: [propext, Classical.choice, Quot.sound]
```
